# With a positive semidefinite stability matrix, RPA Jordan chains of more than one vector occur only at zero frequency and have length two

**Q:** Whether a small disturbance of a mean-field state can grow as a power of time is posed here for two finite matrices: a stability matrix, assumed positive semidefinite, and a response matrix that drives the motion. Why these two, and what could go wrong with the second?

**A:** Write the disturbance as $x=(X,Y)$, with excitation amplitudes $X$ and de-excitation amplitudes $Y$. The block $A$ couples excitations to each other, and $B$ couples excitations to de-excitations. The second-order energy is governed by $S$ and the linearised motion, known as the random-phase approximation (RPA), by $M$, through $i\,\dot x=Mx$, where

$$S=\begin{pmatrix}A&B\\B^*&A^*\end{pmatrix},\qquad M=\begin{pmatrix}A&B\\-B^*&-A^*\end{pmatrix},$$

and the star on a block is entrywise complex conjugation. A mode $My=wy$ evolves as $e^{-iwt}$, an oscillation if $w$ is real; the letter $w$ is the textbook $\omega$.

Since $M$ need not be Hermitian, its eigenvectors may fail to span the space. There can then be a mode $y\neq0$, with $My=wy$, and a vector $z$ with $Mz=wz+y$. The vector $z$ evolves into $e^{-iwt}(z-ity)$, which for real $w$ grows linearly in time. The pair $y,z$ is a Jordan chain of length two. If $S$ is positive semidefinite, such pairs exist only at $w=0$, and no chain is longer.

In Lean the blocks are indexed by a finite type `n`, with one element for each particle–hole pair.

```lean
import Mathlib

open Matrix
open scoped ComplexOrder

namespace RPAJordanChains

noncomputable section

variable {n : Type*} [Fintype n] [DecidableEq n]
```

**Q:** Are the Lean matrices really the textbook ones? I see no condition on $A$ or $B$.

**A:** The definitions accept any complex blocks. `B.map star` is the entrywise conjugate, not the adjoint, and `n ⊕ n` is two copies of the pair index, one for $X$ and one for $Y$.

```lean
/-- The stability matrix `[[A, B], [B*, A*]]` built from complex blocks `A` and `B`; the star is the
entrywise conjugate. -/
def stability (A B : Matrix n n ℂ) : Matrix (n ⊕ n) (n ⊕ n) ℂ :=
  fromBlocks A B (B.map star) (A.map star)
```

The usual symmetries enter with the hypothesis `PosSemidef`. It includes Hermiticity of $S$, which means that $A$ is Hermitian and $B$ is symmetric. For real symmetric blocks the conjugations do nothing, and $M$ has the familiar rows $(A,B)$ and $(-B,-A)$.

```lean
/-- The response matrix `[[A, B], [-B*, -A*]]`, whose eigenvalues are the RPA frequencies. -/
def response (A B : Matrix n n ℂ) : Matrix (n ⊕ n) (n ⊕ n) ℂ :=
  fromBlocks A B (-(B.map star)) (-(A.map star))
```

The name `response` stands for this matrix, not for the density response function. Likewise, `metric` is not a distance: it is $\eta=\mathrm{diag}(1,-1)$, with $x^\dagger\eta x=|X|^2-|Y|^2$, which can have either sign.

```lean
/-- The metric `diag(1, -1)` that separates excitations from de-excitations. -/
def metric (n : Type*) [DecidableEq n] : Matrix (n ⊕ n) (n ⊕ n) ℂ :=
  fromBlocks 1 0 0 (-1)
```

Multiplying by $\eta$ changes the sign of the lower row of blocks, so $M=\eta S$. Since $\eta^2=1$, also $S=\eta M$. Both identities follow from block multiplication.

```lean
/-- The response matrix is the metric times the stability matrix. -/
theorem response_eq (A B : Matrix n n ℂ) :
    response A B = metric n * stability A B := by
  simp [response, metric, stability, fromBlocks_multiply]

/-- The stability matrix is the metric times the response matrix. -/
theorem stability_eq (A B : Matrix n n ℂ) :
    stability A B = metric n * response A B := by
  simp [response, metric, stability, fromBlocks_multiply]
```

**Q:** You said that $M$ need not be Hermitian. What replaces Hermiticity?

**A:** Self-adjointness with respect to the energy form $x^\dagger Sy$. With $S^\dagger=S$ and $\eta^\dagger=\eta$,

$$x^\dagger S(My)=x^\dagger S\eta Sy=(\eta Sx)^\dagger Sy=(Mx)^\dagger Sy.$$

This needs only a Hermitian $S$, and the lemma assumes no more. In Lean, `star x ⬝ᵥ` is $x^\dagger$ applied to what follows, and `*ᵥ` is a matrix acting on a vector. The auxiliary fact `hM` is $M^\dagger=S\eta$, and the last rewrite brings both sides to the form $x^\dagger S\eta Sy$.

```lean
/-- If the stability matrix is Hermitian, the response matrix is self-adjoint
with respect to the energy form `x† S y`. -/
theorem energy_selfAdjoint {A B : Matrix n n ℂ} (h : (stability A B).IsHermitian)
    (x y : n ⊕ n → ℂ) :
    star x ⬝ᵥ (stability A B *ᵥ (response A B *ᵥ y)) =
      star (response A B *ᵥ x) ⬝ᵥ (stability A B *ᵥ y) := by
  have hm : (metric n)ᴴ = metric n := by
    simp [metric, fromBlocks_conjTranspose]
  have hM : (response A B)ᴴ = stability A B * metric n := by
    rw [response_eq, conjTranspose_mul, hm, h.eq]
  rw [Matrix.star_mulVec, ← Matrix.dotProduct_mulVec, Matrix.mulVec_mulVec,
    Matrix.mulVec_mulVec, hM, response_eq, Matrix.mul_assoc]
```

**Q:** That form could still vanish on a nonzero vector. Doesn't this spoil the usual argument for Hermitian matrices?

**A:** It does so only at zero frequency. A positive semidefinite $S$ can be written as $C^\dagger C$, so $x^\dagger Sx=|Cx|^2$. If this is zero, then $Cx=0$, hence $Sx=0$ and $Mx=\eta Sx=0$. A displacement without energy cost is therefore a zero mode. Mathlib supplies the step to $Sx=0$ as `dotProduct_mulVec_zero_iff`.

```lean
/-- For a positive semidefinite stability matrix, a displacement that costs no energy
to second order is a zero mode of the response matrix. -/
theorem zero_mode_of_energy_zero {A B : Matrix n n ℂ} (h : (stability A B).PosSemidef)
    {x : n ⊕ n → ℂ} (hx : star x ⬝ᵥ (stability A B *ᵥ x) = 0) :
    response A B *ᵥ x = 0 := by
  have hS : stability A B *ᵥ x = 0 := (h.dotProduct_mulVec_zero_iff x).mp hx
  rw [response_eq, ← Matrix.mulVec_mulVec, hS, Matrix.mulVec_zero]
```

**Q:** Physical orbital displacements have the form $(X,X^*)$. You are asking for positivity on all complex vectors, which looks stronger.

**A:** For Hermitian $S$ it is the same condition. Any complex vector is $u+iv$ with $u$ and $v$ of the physical form. For such vectors $u^\dagger Sv$ is real, so the cross terms cancel and

$$(u+iv)^\dagger S(u+iv)=u^\dagger Su+v^\dagger Sv.$$

I add this equivalence as ordinary algebra; the theorems start from positivity on all vectors.

**Q:** Then what excludes complex frequencies?

**A:** Let $My=wy$ with $y\neq0$, and set $E=y^\dagger Sy$. If $E=0$, the previous step gives $My=0$, so $wy=0$ and $w=0$, which is real. If $E\neq0$, letting $M$ act to the right and to the left in the energy form gives

$$wE=y^\dagger S(My)=(My)^\dagger Sy=w^*E,$$

and hence $w=w^*$. The `by_cases` splits on whether $E$ vanishes, and `mul_right_cancel₀` divides by $E$ in the second case. The conclusion `star w = w` says that $w$ is real.

```lean
/-- For a positive semidefinite stability matrix, every eigenfrequency of the response
matrix is real. -/
theorem frequency_real {A B : Matrix n n ℂ} (h : (stability A B).PosSemidef)
    {w : ℂ} {y : n ⊕ n → ℂ} (hy : y ≠ 0) (hw : response A B *ᵥ y = w • y) :
    star w = w := by
  by_cases he : star y ⬝ᵥ (stability A B *ᵥ y) = 0
  · -- a mode without energy has frequency zero
    have h0 := zero_mode_of_energy_zero h he
    rw [hw] at h0
    rcases smul_eq_zero.mp h0 with h1 | h1
    · simp [h1]
    · exact absurd h1 hy
  · -- otherwise compare the two ways of letting the response matrix act
    have hs := energy_selfAdjoint h.isHermitian y y
    rw [hw, Matrix.mulVec_smul, dotProduct_smul, star_smul, smul_dotProduct,
      smul_eq_mul, smul_eq_mul] at hs
    exact (mul_right_cancel₀ he hs).symm
```

**Q:** Real frequencies alone do not give a complete set of modes. Where is the chain excluded?

**A:** Suppose that $w\neq0$, $My=wy$ and $Mz=wz+y$, and that $y\neq0$. Then $w$ is real. Evaluate the energy form between $y$ and $Mz$ in both ways:

$$y^\dagger S(Mz)=w\,y^\dagger Sz+y^\dagger Sy,\qquad (My)^\dagger Sz=w^*y^\dagger Sz=w\,y^\dagger Sz.$$

The two left-hand sides are equal, so $y^\dagger Sy=0$. Thus $My=0$, hence $wy=0$, which contradicts $w\neq0$ and $y\neq0$. The Lean proof has the same shape: `by_contra` assumes $y\neq0$, `hs` holds the equality of the two expressions, and `add_eq_left` removes the common term.

```lean
/-- For a positive semidefinite stability matrix, no Jordan chain of length two
starts at a nonzero frequency. -/
theorem no_chain_of_ne_zero {A B : Matrix n n ℂ} (h : (stability A B).PosSemidef)
    {w : ℂ} (hw : w ≠ 0) {y z : n ⊕ n → ℂ} (hy : response A B *ᵥ y = w • y)
    (hz : response A B *ᵥ z = w • z + y) : y = 0 := by
  by_contra hne
  have hr := frequency_real h hne hy
  -- self-adjointness makes the energy of `y` vanish
  have hs := energy_selfAdjoint h.isHermitian y z
  rw [hz, hy, Matrix.mulVec_add, Matrix.mulVec_smul, dotProduct_add, dotProduct_smul,
    star_smul, smul_dotProduct, hr] at hs
  have h0 := zero_mode_of_energy_zero h (add_eq_left.mp hs)
  rw [hy] at h0
  exact (smul_ne_zero hw hne) h0
```

**Q:** That deals with two vectors. What is claimed about longer chains, and about zero frequency?

**A:** The main theorem has two parts, for every natural number $k$ and every complex vector $z$:

- If $M^{k+2}z=0$, then $M^2z=0$.
- If $w\neq0$ and $(M-w)^{k+1}z=0$, then $(M-w)z=0$.

In Lean, `w • 1` is the number $w$ times the identity matrix. A chain of length $m$ at frequency $w$ has a top vector that is annihilated by $(M-w)^m$ but by no lower power. The first part therefore limits zero-frequency chains to length two, and the second leaves only chains of one vector at every other frequency, which may still be degenerate.

For the first part, take $M^3z=0$. The energy of $Mz$ is

$$(Mz)^\dagger S(Mz)=z^\dagger SM^2z=z^\dagger\eta M^3z=0,$$

so $Mz$ is a zero mode and $M^2z=0$. For higher powers, use induction on $k$: if $M^{k+3}z=0$, the induction hypothesis applied to $Mz$ gives $M^3z=0$, and the case just treated finishes the step.

For the second part, $(M-w)^{k+2}z=0$ gives $(M-w)y=0$ for $y=(M-w)z$, again by the induction hypothesis. Then $y$ is a mode with $z$ above it in a chain, so $y=0$ by the preceding lemma.

In the code, `pow_succ` splits off one factor of the matrix, `ih` is the induction hypothesis, and `he` is the vanishing energy of $Mz$. The helper `hsub` expands $(M-w)v$ as $Mv-wv$, so that the preceding lemma can be applied.

```lean
/-- For a positive semidefinite stability matrix, Jordan chains of the response matrix have length
at most two at zero frequency and length one at every other frequency. -/
theorem jordan_chains {A B : Matrix n n ℂ} (h : (stability A B).PosSemidef) :
    (∀ (k : ℕ) (z : n ⊕ n → ℂ),
      (response A B ^ (k + 2)) *ᵥ z = 0 → (response A B ^ 2) *ᵥ z = 0) ∧
    (∀ w : ℂ, w ≠ 0 → ∀ (k : ℕ) (z : n ⊕ n → ℂ),
      ((response A B - w • 1) ^ (k + 1)) *ᵥ z = 0 →
        (response A B - w • 1) *ᵥ z = 0) := by
  constructor
  · intro k
    induction k with
    | zero => intro z hz; exact hz
    | succ k ih =>
      intro z hz
      rw [show k + 1 + 2 = (k + 2) + 1 by omega, pow_succ, ← Matrix.mulVec_mulVec] at hz
      have h3 := ih _ hz
      rw [pow_two, ← Matrix.mulVec_mulVec] at h3
      -- the first descendant `M z` carries no energy
      have he : star (response A B *ᵥ z) ⬝ᵥ
          (stability A B *ᵥ (response A B *ᵥ z)) = 0 := by
        rw [← energy_selfAdjoint h.isHermitian, stability_eq, ← Matrix.mulVec_mulVec,
          h3, Matrix.mulVec_zero, dotProduct_zero]
      rw [pow_two, ← Matrix.mulVec_mulVec]
      exact zero_mode_of_energy_zero h he
  · intro w hw k
    induction k with
    | zero => intro z hz; simpa using hz
    | succ k ih =>
      intro z hz
      rw [pow_succ, ← Matrix.mulVec_mulVec] at hz
      have h2 := ih _ hz
      have hsub : ∀ v : n ⊕ n → ℂ,
          (response A B - w • 1) *ᵥ v = response A B *ᵥ v - w • v := by
        intro v
        rw [Matrix.sub_mulVec, Matrix.smul_mulVec, Matrix.one_mulVec]
      -- `(M - w) z` is a mode, and `z` sits above it in a chain
      refine no_chain_of_ne_zero h hw (z := z) ?_ ?_
      · rw [hsub ((response A B - w • 1) *ᵥ z)] at h2
        exact sub_eq_zero.mp h2
      · rw [hsub z]
        abel
```

**Q:** How much of this reaches a real calculation?

**A:** In time-dependent Hartree–Fock, adiabatic TDDFT or a static-kernel Bethe–Salpeter calculation, with a finite basis and a positive semidefinite stability matrix, missing eigenvectors can come only from zero modes. A zero mode may arise from a broken continuous symmetry, and a two-vector chain then describes uniform drift along the symmetry direction.

Positivity is assumed, not derived. For a stationary mean-field state whose energy has $S$ as its second-order matrix, it expresses that none of the displacements included in the blocks lowers the energy at second order. The step left to the physics is the identification of $A$ and $B$: the hypotheses do not say that these blocks come from expanding the energy and the equation of motion of an actual mean-field state. A kernel that depends on frequency would lead to a different eigenvalue problem.

**Q:** Perhaps zero modes never form chains either, and your bound of two is too generous.

**A:** The bound is attained. Take $A=B=1$, the identity, with at least one particle–hole pair. Then

$$S=\begin{pmatrix}1&1\\1&1\end{pmatrix}=C^\dagger C,\quad C=\begin{pmatrix}1&1\\0&0\end{pmatrix},\qquad M=\begin{pmatrix}1&1\\-1&-1\end{pmatrix},\quad M^2=0.$$

So $S$ is positive semidefinite, while $M$ is nonzero with square zero. Any $z$ with $Mz\neq0$ sits at the top of a chain of length two. For a single pair, $z=(1,0)$ gives $Mz=(1,-1)$. The Lean proof uses the same factor $C$, and it shows $M\neq0$ by reading off a diagonal entry equal to 1; `[Nonempty n]` guarantees that there is such an entry.

```lean
/-- For `A = B = 1` and a nonempty index type, the stability matrix is positive semidefinite, and
the response matrix is nonzero with square zero. -/
theorem zero_chain_witness [Nonempty n] :
    (stability (1 : Matrix n n ℂ) 1).PosSemidef ∧
      response (1 : Matrix n n ℂ) 1 ^ 2 = 0 ∧ response (1 : Matrix n n ℂ) 1 ≠ 0 := by
  refine ⟨?_, ?_, ?_⟩
  · -- the stability matrix is a Gram matrix
    have hC : stability (1 : Matrix n n ℂ) 1 =
        (fromBlocks 1 1 0 0 : Matrix (n ⊕ n) (n ⊕ n) ℂ)ᴴ * fromBlocks 1 1 0 0 := by
      simp [stability, fromBlocks_conjTranspose, fromBlocks_multiply]
    rw [hC]
    exact posSemidef_conjTranspose_mul_self _
  · simp [response, pow_two, fromBlocks_multiply]
  · intro h0
    obtain ⟨i⟩ := ‹Nonempty n›
    have := congrFun (congrFun h0 (Sum.inl i)) (Sum.inl i)
    simp [response] at this
```

**Q:** And if I keep real symmetric blocks but give up positivity?

**A:** Real symmetry alone does not exclude a chain at nonzero frequency. Take two particle–hole pairs with

$$A=\begin{pmatrix}0&2\\2&1\end{pmatrix},\qquad B=\begin{pmatrix}0&0\\0&1\end{pmatrix}.$$

Here $S$ is indefinite, since $A-B$ has eigenvalues $\pm2$ and these are also eigenvalues of $S$. The vectors in the theorem are $y=(2,2;2,-2)$ and $z=(2,3;-2,1)$, with the semicolon between $X$ and $Y$. They satisfy $My=2y$ and $Mz=2z+y$. For the first, the upper half of $My$ is

$$AX+BY=(4,6)+(0,-2)=(4,4),$$

and the lower half is

$$-BX-AY=-(0,2)-(-4,2)=(4,-4).$$

For $z$ the halves are $(6,8)$ and $(-2,0)$, which are those of $2z+y$.

The mode has Euclidean norm 4, so the corresponding unit vector is $\tfrac12(1,1;1,-1)$, with chain partner $\tfrac14(2,3;-2,1)$. Its RPA norm $|X|^2-|Y|^2$ is zero, so it cannot be scaled to the customary value $\pm1$.

The Lean vectors are written with `Sum.elim`, which joins the $X$ and $Y$ halves. The proof splits each vector equation into its four components and evaluates them; `h2` records that conjugation leaves the number 2 unchanged.

```lean
/-- For the real symmetric blocks `A = [[0, 2], [2, 1]]` and `B = [[0, 0], [0, 1]]` the response
matrix has a Jordan chain of length two at frequency 2. -/
theorem indefinite_chain :
    response !![0, 2; 2, 1] !![0, 0; 0, 1] *ᵥ Sum.elim ![2, 2] ![2, -2] =
        (2 : ℂ) • Sum.elim ![2, 2] ![2, -2] ∧
      response !![0, 2; 2, 1] !![0, 0; 0, 1] *ᵥ Sum.elim ![2, 3] ![-2, 1] =
        (2 : ℂ) • Sum.elim ![2, 3] ![-2, 1] + Sum.elim ![2, 2] ![2, -2] := by
  -- the entries are real, so conjugation leaves them unchanged
  have h2 : (starRingEnd ℂ) 2 = 2 := Complex.conj_eq_iff_im.mpr (by simp)
  constructor <;> ext i <;> rcases i with i | i <;> fin_cases i <;>
    simp [response, Matrix.mulVec, dotProduct, Fintype.sum_sum_type, Fin.sum_univ_two, h2] <;>
    norm_num

end

end RPAJordanChains
```

```lean
#print axioms RPAJordanChains.jordan_chains
#print axioms RPAJordanChains.indefinite_chain
```

```
'RPAJordanChains.jordan_chains' depends on axioms: [propext, Classical.choice, Quot.sound]
'RPAJordanChains.indefinite_chain' depends on axioms: [propext, Classical.choice, Quot.sound]
```
